# For a positive energy gap, a positive ratio fixes a unique positive Boltzmann temperature exactly when it is below one

The theorem concerns a positive intensity ratio `R` read as a bare Boltzmann factor, with no prefactor. For positive real numbers `c` and `v`, it states that there is exactly one `Ta > 0` with `R = Real.exp (-(c * v / Ta))` if and only if `R < 1`; here the product `c * v` plays the part of an energy gap in temperature units. In the forward direction, the attempt replaces `R` by the exponential and argues that its exponent is negative. In the reverse direction, it gives the temperature explicitly as `-(c * v) / Real.log R` and uses the logarithm to show that no other value will do.

The first attempt, which Lean rejects:

```lean
import Mathlib

noncomputable section

namespace RamanThermometry

/-- `Ta` is a positive temperature whose bare Boltzmann factor equals the ratio `R`. -/
def IsBoltzmannReading (c v R Ta : ℝ) : Prop :=
  0 < Ta ∧ R = Real.exp (-(c * v / Ta))

variable {K n c v₀ v T Ta R : ℝ}

/-- A positive intensity ratio has exactly one Boltzmann reading if and only if it is
below one. -/
theorem existsUnique_reading_iff (hc : 0 < c) (hv : 0 < v) (hR : 0 < R) :
    (∃! Ta, IsBoltzmannReading c v R Ta) ↔ R < 1 := by
  have hcv : 0 < c * v := mul_pos hc hv
  constructor
  · rintro ⟨Ta, ⟨h1, h2⟩, _⟩
    have h3 : 0 < c * v / Ta := div_pos hcv h1
    rw [h2]
    exact Real.exp_lt_one (by linarith)
  · intro hR1
    have hL : Real.log R < 0 := Real.log_neg hR hR1
    have hL0 : Real.log R ≠ 0 := hL.ne
    refine ⟨-(c * v) / Real.log R, ⟨div_pos_of_neg_of_neg (by linarith) hL, ?_⟩, ?_⟩
    · have h : -(c * v / (-(c * v) / Real.log R)) = Real.log R := by
        field_simp
      rw [h, Real.exp_log hR]
    · rintro Ta ⟨h1, h2⟩
      have h3 : Real.log R = -(c * v / Ta) := by rw [h2, Real.log_exp]
      rw [eq_div_iff hL0, h3]
      field_simp

end RamanThermometry
```

The error:

```
Main.lean:22:10: error(lean.unknownIdentifier): Unknown constant `Real.exp_lt_one`
```

Cause. The message says that Lean found no constant named `Real.exp_lt_one` in the environment of this file. The failure is therefore one of name lookup, and the mathematical step itself is sound. After `rw [h2]`, the goal is `Real.exp (-(c * v / Ta)) < 1`, which holds because the exponent is negative.

The repair uses `Real.exp_lt_one_iff`, which says that the exponential of a real number is below one if and only if that number is negative. Since this is an equivalence, `.mpr` is needed to select the direction from a negative exponent to an exponential below one. What remains to be shown is `-(c * v / Ta) < 0`, and `linarith` gets this from `h3 : 0 < c * v / Ta`. The call to `linarith` is the same as before, and the rest of the proof is unchanged.

Fix (accepted with no message):

```diff
@@ -20,5 +20,5 @@
     have h3 : 0 < c * v / Ta := div_pos hcv h1
     rw [h2]
-    exact Real.exp_lt_one (by linarith)
+    exact Real.exp_lt_one_iff.mpr (by linarith)
   · intro hR1
     have hL : Real.log R < 0 := Real.log_neg hR hR1
```
